# Forward momentum of a Born 1s photoelectron: mean cosine \(4b/5\) to leading order

Light ejects an electron of speed \(v\) from a 1s orbital. Let \(c=\cos\theta\), with \(\theta\) measured from the light beam, and let \(b=v/c_0\), with \(c_0\) the speed of light. To first order in \(b\), the angular distribution used below is \((1-c^2)(1+4bc)\). The even part fixes the normalisation and the odd part fixes the mean:

\[
\langle c\rangle\approx\frac{4b\int_{-1}^{1}(c^2-c^4)\,dc}{\int_{-1}^{1}(1-c^2)\,dc}=\frac{4b\cdot 4/15}{4/3}=\frac{4b}{5}.
\]

At \(b=0\) the distribution is symmetric and the mean vanishes. The forward momentum is therefore a retardation effect, absent from a pure dipole calculation.

## From the angular distribution to the ion's direction

Before expansion in \(b\), and with the photon energy neglected against the electron's rest energy, the Born distribution is \((1-c^2)/(1-bc)^4\) on \([-1,1]\), with \(|b|<1\). Below, "full" refers to this unexpanded formula. For \(0<|b|<1\),

\[
\frac45\le\frac{\langle c\rangle}{b}\le\frac{4}{5(1-b^2)},
\]

so \(\langle c\rangle/b\to4/5\) as \(b\to0\).

To prove this, substitute the aberrated cosine \(y=(c-b)/(1-bc)\). Then

\[
dy=\frac{1-b^2}{(1-bc)^2}\,dc,\qquad 1-y^2=\frac{(1-b^2)(1-c^2)}{(1-bc)^2}.
\]

The endpoints \(\pm1\) stay fixed, and

\[
\frac{1-c^2}{(1-bc)^4}\,dc=\frac{1-y^2}{(1-b^2)^2}\,dy .
\]

The normalisation integral is therefore \(4/(3(1-b^2)^2)\). Inverting the substitution gives

\[
c=\frac{y+b}{1+by}=y+\frac{b(1-y^2)}{1+by}.
\]

The first term contributes the odd integrand \(y(1-y^2)\), which integrates to zero. What remains is

\[
\langle c\rangle=\frac{3b}{4}\int_{-1}^{1}\frac{(1-y^2)^2}{1+by}\,dy .
\]

Since \((1+by)(1-by)=1-b^2y^2\) lies between \(1-b^2\) and \(1\),

\[
1-by\le\frac1{1+by}\le\frac{1-by}{1-b^2}.
\]

Multiply by \((1-y^2)^2\) and integrate. The term in \(by\) is odd and drops out, and \(\int_{-1}^{1}(1-y^2)^2dy=2-\tfrac43+\tfrac25=\tfrac{16}{15}\). The factor \(3/4\) turns this into \(4/5\), which gives both bounds.

Now let the electron have mass \(m\) and energy \(E=mv^2/2\). Its mean forward momentum is \(p=mv\langle c\rangle\), so

\[
c_0\,p=mv^2\,\frac{\langle c\rangle}{b}\to\frac45mv^2=\frac{8E}{5}\qquad(c_0\to\infty).
\]

A photon that supplies \(E\) and the ionization energy \(I_p\) carries momentum \((E+I_p)/c_0\). To leading order the ion receives

\[
\frac{E+I_p}{c_0}-\frac{8E}{5c_0}=\frac{I_p-\tfrac35E}{c_0},
\]

which is negative exactly when \(E>5I_p/3\). Above this energy the lower bound on \(\langle c\rangle\) shows that the electron takes at least \(8E/(5c_0)\), so the full mean also sends the ion backward. Below it, \(c_0p\) eventually drops under \(E+I_p\), and the ion moves forward once \(c_0\) is large enough.

## The distribution and the momentum balance in Lean

```lean
import Mathlib

open Filter Topology Set

namespace PhotoelectronMomentum

noncomputable section
```

The angular distribution is postulated. It stands for a plane-wave final state and a hydrogenic 1s orbital, with the azimuth averaged and the photon energy small compared with \(mc_0^2\). For \(E\gg I_p\) the neglected terms are of relative order \(b^2\), the same order as the corrections to \(4b/5\) that the formula keeps. The bounds at finite \(b\) and the ion's direction at finite \(c_0\) are therefore exact statements about this formula, and physically only their leading order should be relied on.

```lean
/-- Born angular distribution of a 1s photoelectron in `c = cos θ`, for `|b| < 1` and
`c` in `[-1, 1]`. -/
def bornDist (b c : ℝ) : ℝ := (1 - c ^ 2) / (1 - b * c) ^ 4
```

Solid angle is uniform in \(c\), so the mean is a ratio of ordinary integrals over \([-1,1]\).

```lean
/-- Mean of `cos θ` over the Born distribution, for `|b| < 1`. -/
def meanCos (b : ℝ) : ℝ :=
  (∫ c in (-1 : ℝ)..1, c * bornDist b c) / ∫ c in (-1 : ℝ)..1, bornDist b c
```

The substitution variable \(y\) is `boostCos b c`.

```lean
/-- The aberration formula for the cosine of an angle, for `|b| < 1` and `c` in `[-1, 1]`. -/
def boostCos (b c : ℝ) : ℝ := (c - b) / (1 - b * c)
```

The kinetic energy is non-relativistic.

```lean
/-- Kinetic energy of an electron of mass `m` and speed `v`. -/
def kineticEnergy (m v : ℝ) : ℝ := m * v ^ 2 / 2
```

The ratio `v / c0` takes the place of \(b\) in the electron's momentum.

```lean
/-- Mean electron momentum along the light beam, for `|v| < c0`. -/
def forwardMomentum (m v c0 : ℝ) : ℝ := m * v * meanCos (v / c0)
```

The ion momentum is a mean along the beam, for an atom initially at rest. The ion's own recoil energy is neglected in the photon energy.

```lean
/-- Mean ion momentum along the beam: photon momentum minus electron momentum, for
ionization energy `Ip` and `|v| < c0`. -/
def ionMomentum (m v Ip c0 : ℝ) : ℝ :=
  (kineticEnergy m v + Ip) / c0 - forwardMomentum m v c0
```

## The change of variable

The condition \(|b|<1\) enters through the theorems, and its first use is to keep the denominator positive: \(bc\le|b||c|\le|b|<1\).

```lean
/-- The factor `1 - b cos θ` is positive for `|b| < 1`. -/
theorem one_sub_mul_pos {b c : ℝ} (hb : |b| < 1) (hc : c ∈ Icc (-1 : ℝ) 1) :
    0 < 1 - b * c := by
  have h1 : |c| ≤ 1 := abs_le.mpr ⟨hc.1, hc.2⟩
  have h2 : |b| * |c| ≤ |b| * 1 := mul_le_mul_of_nonneg_left h1 (abs_nonneg b)
  have h3 := le_abs_self (b * c)
  rw [abs_mul] at h3
  linarith
```

All the polynomial integrals are instances of one formula, in which the odd coefficients disappear.

```lean
/-- Only the even powers contribute to the integral of a quintic over `[-1, 1]`. -/
theorem integral_quintic (a₀ a₁ a₂ a₃ a₄ a₅ : ℝ) :
    ∫ y in (-1 : ℝ)..1, (a₀ + a₁ * y + a₂ * y ^ 2 + a₃ * y ^ 3 + a₄ * y ^ 4 + a₅ * y ^ 5)
      = 2 * a₀ + 2 * a₂ / 3 + 2 * a₄ / 5 := by
  rw [intervalIntegral.integral_add, intervalIntegral.integral_add,
    intervalIntegral.integral_add, intervalIntegral.integral_add,
    intervalIntegral.integral_add]
  · have h1 : ∫ y in (-1 : ℝ)..1, a₁ * y = 0 := by
      have h : ∫ y in (-1 : ℝ)..1, a₁ * y ^ 1 = 0 := by
        rw [intervalIntegral.integral_const_mul, integral_pow]
        norm_num
      simpa only [pow_one] using h
    simp only [h1, intervalIntegral.integral_const_mul, integral_pow,
      intervalIntegral.integral_const, smul_eq_mul]
    norm_num
    ring
  all_goals exact Continuous.intervalIntegrable (by fun_prop) _ _
```

The substitution is stated for any function `g` continuous on \([-1,1]\). The proof supplies the derivative of `boostCos b` by the quotient rule, shows that the image stays in \([-1,1]\), applies Mathlib's substitution theorem and evaluates the endpoints.

```lean
/-- Change of variable from `cos θ` to the aberrated cosine in an angular integral. -/
theorem integral_boost {b : ℝ} (hb : |b| < 1) {g : ℝ → ℝ}
    (hg : ContinuousOn g (Icc (-1) 1)) :
    ∫ c in (-1 : ℝ)..1, g (boostCos b c) * ((1 - b ^ 2) / (1 - b * c) ^ 2)
      = ∫ y in (-1 : ℝ)..1, g y := by
  obtain ⟨hl, hr⟩ := abs_lt.mp hb
  have hI : uIcc (-1 : ℝ) 1 = Icc (-1) 1 := uIcc_of_le (by norm_num)
  have hd : ∀ x ∈ uIcc (-1 : ℝ) 1,
      HasDerivAt (boostCos b) ((1 - b ^ 2) / (1 - b * x) ^ 2) x := by
    intro x hx
    rw [hI] at hx
    have h1 : HasDerivAt (fun c : ℝ => c - b) 1 x := (hasDerivAt_id' x).sub_const b
    have h2 : HasDerivAt (fun c : ℝ => 1 - b * c) (-b) x := by
      simpa using ((hasDerivAt_id' x).const_mul b).const_sub 1
    exact (h1.fun_div h2 (one_sub_mul_pos hb hx).ne').congr_deriv (by congr 1; ring)
  have hc : ContinuousOn (fun c : ℝ => (1 - b ^ 2) / (1 - b * c) ^ 2) (uIcc (-1) 1) := by
    rw [hI]
    exact ContinuousOn.div (by fun_prop) (by fun_prop)
      (fun x hx => pow_ne_zero 2 (one_sub_mul_pos hb hx).ne')
  -- the aberrated cosine stays in [-1, 1]
  have hm : boostCos b '' uIcc (-1) 1 ⊆ Icc (-1) 1 := by
    rintro _ ⟨x, hx, rfl⟩
    rw [hI] at hx
    have hp := one_sub_mul_pos hb hx
    unfold boostCos
    constructor
    · rw [le_div_iff₀ hp]
      nlinarith [mul_nonneg (by linarith [hx.1] : 0 ≤ 1 + x) (by linarith : 0 ≤ 1 - b)]
    · rw [div_le_iff₀ hp]
      nlinarith [mul_nonneg (by linarith [hx.2] : 0 ≤ 1 - x) (by linarith : 0 ≤ 1 + b)]
  have h := intervalIntegral.integral_comp_mul_deriv' hd hc (hg.mono hm)
  have e1 : boostCos b 1 = 1 := by
    unfold boostCos
    rw [mul_one]
    exact div_self (sub_pos.mpr hr).ne'
  have e2 : boostCos b (-1) = -1 := by
    have hp : 0 < 1 - b * (-1) := by linarith
    unfold boostCos
    rw [div_eq_iff hp.ne']
    ring
  rw [e1, e2] at h
  exact h
```

## Normalisation and the exact mean

With `g` equal to \(1-y^2\), the substitution gives \((1-b^2)^2\) times the normalisation integral. The integrands are matched pointwise by `field_simp` and `ring`.

```lean
/-- Normalisation integral of the Born distribution. -/
theorem integral_bornDist {b : ℝ} (hb : |b| < 1) :
    ∫ c in (-1 : ℝ)..1, bornDist b c = 4 / (3 * (1 - b ^ 2) ^ 2) := by
  have hk : 0 < 1 - b ^ 2 := by nlinarith [abs_lt.mp hb]
  have h : (1 - b ^ 2) ^ 2 * ∫ c in (-1 : ℝ)..1, bornDist b c
      = ∫ y in (-1 : ℝ)..1, (1 - y ^ 2) := by
    rw [← integral_boost hb (g := fun y => 1 - y ^ 2) (by fun_prop),
      ← intervalIntegral.integral_const_mul]
    apply intervalIntegral.integral_congr
    intro c hc
    rw [uIcc_of_le (by norm_num)] at hc
    have hp := (one_sub_mul_pos hb hc).ne'
    have hk' := hk.ne'
    simp only [bornDist, boostCos]
    field_simp
    ring
  have h2 : ∫ y in (-1 : ℝ)..1, (1 - y ^ 2) = 4 / 3 := by
    have := integral_quintic 1 0 (-1) 0 0 0
    convert this using 1
    · congr 1
      funext y
      ring
    · norm_num
  rw [h2] at h
  rw [eq_div_iff (by positivity)]
  linarith
```

For the numerator, `g` is the odd polynomial \(y-y^3\) plus \(b(1-y^2)^2/(1+by)\), as in the derivation. The auxiliary equation `e` rewrites \(1+by\) as \((1-b^2)/(1-bc)\), and `h0` removes the odd part.

```lean
/-- The mean cosine as `b` times an integral over the aberrated cosine. -/
theorem meanCos_eq {b : ℝ} (hb : |b| < 1) :
    meanCos b = b * (3 / 4 * ∫ y in (-1 : ℝ)..1, (1 - y ^ 2) ^ 2 / (1 + b * y)) := by
  have hk : 0 < 1 - b ^ 2 := by nlinarith [abs_lt.mp hb]
  have hq : ContinuousOn (fun y : ℝ => (1 - y ^ 2) ^ 2 / (1 + b * y)) (Icc (-1) 1) := by
    refine ContinuousOn.div (by fun_prop) (by fun_prop) (fun y hy => ?_)
    have := one_sub_mul_pos hb (c := -y) ⟨by linarith [hy.2], by linarith [hy.1]⟩
    have hp : 0 < 1 + b * y := by linarith
    exact hp.ne'
  have h : (1 - b ^ 2) ^ 2 * ∫ c in (-1 : ℝ)..1, c * bornDist b c
      = ∫ y in (-1 : ℝ)..1, ((y - y ^ 3) + b * ((1 - y ^ 2) ^ 2 / (1 + b * y))) := by
    rw [← integral_boost hb
        (g := fun y => (y - y ^ 3) + b * ((1 - y ^ 2) ^ 2 / (1 + b * y)))
        (ContinuousOn.add (by fun_prop) (continuousOn_const.mul hq)),
      ← intervalIntegral.integral_const_mul]
    apply intervalIntegral.integral_congr
    intro c hc
    rw [uIcc_of_le (by norm_num)] at hc
    have hp := (one_sub_mul_pos hb hc).ne'
    have hk' := hk.ne'
    have e : 1 + b * ((c - b) / (1 - b * c)) = (1 - b ^ 2) / (1 - b * c) := by
      field_simp
      ring
    simp only [bornDist, boostCos]
    rw [e]
    field_simp
    ring
  -- the odd part integrates to zero
  have h0 : ∫ y in (-1 : ℝ)..1, (y - y ^ 3) = 0 := by
    have := integral_quintic 0 1 0 (-1) 0 0
    convert this using 1
    · congr 1
      funext y
      ring
    · norm_num
  rw [intervalIntegral.integral_add (Continuous.intervalIntegrable (by fun_prop) _ _)
    (ContinuousOn.intervalIntegrable (by
      rw [uIcc_of_le (by norm_num)]
      exact continuousOn_const.mul hq)), h0, zero_add,
    intervalIntegral.integral_const_mul] at h
  unfold meanCos
  rw [integral_bornDist hb, div_eq_iff (by positivity), ← mul_right_inj' (pow_ne_zero 2 hk.ne'), h]
  have hk' := hk.ne'
  field_simp
```

## Bounds and the limit

The bounds hold at every nonzero \(b\) with \(|b|<1\), of either sign. Each comes from `integral_mono_on`, which integrates a pointwise inequality. After the denominators are cleared, the lower one rests on \((1-y^2)^2(by)^2\ge0\) and the upper one on \((1-y^2)^3b^2\ge0\).

```lean
/-- Two-sided bound on the mean cosine divided by `b`, at every `0 < |b| < 1`. -/
theorem meanCos_div_bounds {b : ℝ} (hb : |b| < 1) (h0 : b ≠ 0) :
    4 / 5 ≤ meanCos b / b ∧ meanCos b / b ≤ 4 / 5 / (1 - b ^ 2) := by
  have hk : 0 < 1 - b ^ 2 := by nlinarith [abs_lt.mp hb]
  have hpos : ∀ y ∈ Icc (-1 : ℝ) 1, 0 < 1 + b * y := fun y hy => by
    have := one_sub_mul_pos hb (c := -y) ⟨by linarith [hy.2], by linarith [hy.1]⟩
    linarith
  have hq : IntervalIntegrable (fun y : ℝ => (1 - y ^ 2) ^ 2 / (1 + b * y))
      MeasureTheory.volume (-1) 1 := by
    apply ContinuousOn.intervalIntegrable
    rw [uIcc_of_le (by norm_num)]
    exact ContinuousOn.div (by fun_prop) (by fun_prop) (fun y hy => (hpos y hy).ne')
  have hP : ∫ y in (-1 : ℝ)..1, (1 - y ^ 2) ^ 2 * (1 - b * y) = 16 / 15 := by
    have := integral_quintic 1 (-b) (-2) (2 * b) 1 (-b)
    convert this using 1
    · congr 1
      funext y
      ring
    · norm_num
  have lo := intervalIntegral.integral_mono_on (by norm_num : (-1 : ℝ) ≤ 1)
    (Continuous.intervalIntegrable
      (by fun_prop : Continuous fun y : ℝ => (1 - y ^ 2) ^ 2 * (1 - b * y)) _ _) hq
    (fun y hy => by
      rw [le_div_iff₀ (hpos y hy)]
      nlinarith [mul_nonneg (sq_nonneg (1 - y ^ 2)) (sq_nonneg (b * y))])
  have hi := intervalIntegral.integral_mono_on (by norm_num : (-1 : ℝ) ≤ 1) hq
    (Continuous.intervalIntegrable
      (by fun_prop : Continuous fun y : ℝ =>
        (1 - y ^ 2) ^ 2 * (1 - b * y) / (1 - b ^ 2)) _ _)
    (fun y hy => by
      have hy2 : 0 ≤ 1 - y ^ 2 := by nlinarith [hy.1, hy.2]
      rw [div_le_div_iff₀ (hpos y hy) hk]
      nlinarith [mul_nonneg (mul_nonneg (sq_nonneg (1 - y ^ 2)) (sq_nonneg b)) hy2])
  rw [hP] at lo
  rw [intervalIntegral.integral_div, hP] at hi
  rw [meanCos_eq hb, mul_div_cancel_left₀ _ h0]
  refine ⟨by linarith, ?_⟩
  have e : 4 / 5 / (1 - b ^ 2) = 3 / 4 * (16 / 15 / (1 - b ^ 2)) := by ring
  rw [e]
  linarith
```

The filter `𝓝[≠] 0` means that \(b\) approaches zero without being equal to it. The upper bound tends to \(4/5\), and the squeeze theorem finishes the proof.

```lean
/-- The mean cosine divided by `b` tends to `4/5` as `b` tends to zero. -/
theorem tendsto_meanCos_div :
    Tendsto (fun b => meanCos b / b) (𝓝[≠] 0) (𝓝 (4 / 5)) := by
  have hup : Tendsto (fun b : ℝ => 4 / 5 / (1 - b ^ 2)) (𝓝[≠] 0) (𝓝 (4 / 5)) := by
    have h : ContinuousAt (fun b : ℝ => 4 / 5 / (1 - b ^ 2)) 0 :=
      ContinuousAt.div (by fun_prop) (by fun_prop) (by norm_num)
    have h' := h.tendsto.mono_left (nhdsWithin_le_nhds (s := {0}ᶜ))
    convert h' using 2
    norm_num
  have h1 : {b : ℝ | |b| < 1} ∈ 𝓝 (0 : ℝ) :=
    (isOpen_lt continuous_abs continuous_const).mem_nhds (by simp)
  have hev : ∀ᶠ b in 𝓝[≠] (0 : ℝ), |b| < 1 ∧ b ≠ 0 := by
    filter_upwards [nhdsWithin_le_nhds h1, self_mem_nhdsWithin] with b hb h0
    exact ⟨hb, h0⟩
  exact tendsto_of_tendsto_of_tendsto_of_le_of_le' tendsto_const_nhds hup
    (hev.mono fun b h => (meanCos_div_bounds h.1 h.2).1)
    (hev.mono fun b h => (meanCos_div_bounds h.1 h.2).2)
```

## Electron and ion momenta

The limit `atTop` sends `c0` to infinity with `m` and `v` fixed. The case \(v=0\) is treated separately, because \(b\) is then zero throughout; otherwise the previous limit is composed with \(b=v/c_0\) and multiplied by \(mv^2\).

```lean
/-- The forward electron momentum times `c0` tends to `8E/5` as `c0` grows at fixed speed. -/
theorem tendsto_forwardMomentum (m v : ℝ) :
    Tendsto (fun c0 => c0 * forwardMomentum m v c0) atTop
      (𝓝 (8 * kineticEnergy m v / 5)) := by
  rcases eq_or_ne v 0 with rfl | hv
  · simp [forwardMomentum, kineticEnergy]
  have hb : Tendsto (fun c0 : ℝ => v / c0) atTop (𝓝[≠] 0) :=
    tendsto_nhdsWithin_iff.mpr ⟨tendsto_const_nhds.div_atTop tendsto_id,
      (eventually_gt_atTop 0).mono fun c0 hc => div_ne_zero hv (ne_of_gt hc)⟩
  have h := (tendsto_meanCos_div.comp hb).const_mul (m * v ^ 2)
  have e : 8 * kineticEnergy m v / 5 = m * v ^ 2 * (4 / 5) := by
    unfold kineticEnergy
    ring
  rw [e]
  refine h.congr' ((eventually_gt_atTop 0).mono fun c0 hc => ?_)
  have hc' : c0 ≠ 0 := ne_of_gt hc
  simp only [Function.comp_apply, forwardMomentum]
  field_simp
```

The next theorem concerns the leading-order expression alone, for any real `E` and `Ip` and positive `c0`. It is the algebra of \((I_p-\tfrac35E)/c_0\).

```lean
/-- The leading-order ion momentum is negative exactly when `E > 5 Ip / 3`. -/
theorem leading_ionMomentum_neg_iff {E Ip c0 : ℝ} (hc : 0 < c0) :
    (E + Ip) / c0 - 8 * E / (5 * c0) < 0 ↔ 5 * Ip / 3 < E := by
  have e : (E + Ip) / c0 - 8 * E / (5 * c0) = (Ip - 3 / 5 * E) / c0 := by ring
  rw [e, div_lt_iff₀ hc, zero_mul]
  constructor <;> intro h <;> linarith
```

The last theorem uses the full Born mean, for positive mass and speed. Its first half multiplies the lower bound on the mean by \(mv\) and compares the result with the leading-order expression. Its second half uses the limit of \(c_0p\); "eventually" (`∀ᶠ`) promises some threshold in `c0` but gives no value for it. The case \(E=5I_p/3\) is left open.

```lean
/-- With the full Born mean, the ion momentum is negative at every `c0 > v` if
`E > 5 Ip / 3`, and positive for all large enough `c0` if `E < 5 Ip / 3`. -/
theorem ionMomentum_direction {m v Ip : ℝ} (hm : 0 < m) (hv : 0 < v) :
    (5 * Ip / 3 < kineticEnergy m v → ∀ c0, v < c0 → ionMomentum m v Ip c0 < 0) ∧
    (kineticEnergy m v < 5 * Ip / 3 → ∀ᶠ c0 in atTop, 0 < ionMomentum m v Ip c0) := by
  constructor
  · intro hE c0 hvc
    have hc : 0 < c0 := hv.trans hvc
    have hb : 0 < v / c0 := div_pos hv hc
    have hb1 : |v / c0| < 1 := by
      rw [abs_of_pos hb, div_lt_iff₀ hc]
      linarith
    -- the electron carries at least its leading-order momentum
    have h1 := (le_div_iff₀ hb).mp (meanCos_div_bounds hb1 hb.ne').1
    have h2 := mul_le_mul_of_nonneg_left h1 (mul_pos hm hv).le
    have h3 := (leading_ionMomentum_neg_iff hc).mpr hE
    have e : 8 * kineticEnergy m v / (5 * c0) = m * v * (4 / 5 * (v / c0)) := by
      unfold kineticEnergy
      ring
    rw [e] at h3
    unfold ionMomentum forwardMomentum
    linarith
  · intro hE
    have h := (tendsto_forwardMomentum m v).eventually
      (gt_mem_nhds (by linarith : 8 * kineticEnergy m v / 5 < kineticEnergy m v + Ip))
    filter_upwards [h, eventually_gt_atTop 0] with c0 h1 hc
    unfold ionMomentum
    rw [sub_pos, lt_div_iff₀ hc]
    linarith

end

end PhotoelectronMomentum
```

```lean
#print axioms PhotoelectronMomentum.leading_ionMomentum_neg_iff
#print axioms PhotoelectronMomentum.ionMomentum_direction
```

```
'PhotoelectronMomentum.leading_ionMomentum_neg_iff' depends on axioms: [propext, Classical.choice, Quot.sound]
'PhotoelectronMomentum.ionMomentum_direction' depends on axioms: [propext, Classical.choice, Quot.sound]
```

The Born approximation is meant for \(E\gg I_p\), so the turning point at \(5I_p/3\) belongs to the model and need not be accurate for a real atom.

## Sampling and checking the angles numerically

In a simulation of photoelectron momenta within this one-electron Born model, the substitution doubles as a sampling rule: draw \(y\) from the density \(\tfrac34(1-y^2)\) on \([-1,1]\) and set \(c=(y+b)/(1+by)\). The bounds then test the code. At \(b=0.1\) the exact mean lies between \(0.0800\) and \(0.0809\), so a converged quadrature result outside this interval signals an error, while a sampled mean must agree with it within its statistical uncertainty.
